# The Lie-Trotter step error is at most $(t^2/2)\,\|[a,b]\|$ for skew-adjoint generators in a unital C*-algebra

Q: The generators $a$, $b$ are taken to be elements of a unital C*-algebra, hence bounded, with $e^{ta}$ a norm-convergent power series. My kinetic energy is unbounded. What is left of the physics?

A: Matrices with the operator norm, and bounded operators on a Hilbert space. The result bounds the splitting error for a Hamiltonian $H+K$ of finitely many spins or in a finite basis, not for the continuum Laplacian. The statement is: if $a^*=-a$ and $b^*=-b$, then for every real $t$
$$\|e^{ta}e^{tb}-e^{t(a+b)}\|\le \tfrac{t^2}{2}\,\|[a,b]\|,\qquad [a,b]=ab-ba .$$

```lean
import Mathlib

open Complex

namespace LieTrotterError

noncomputable section

/-- The commutator `[a, b] = ab - ba`. -/
def comm {R : Type*} [Ring R] (a b : R) : R := a * b - b * a
```

Q: I would expand in $t$ and get a remainder $O(t^3)$. Where did it go?

A: Nothing is expanded. We differentiate an interpolating path and bound its speed. For a vector-valued $f$ and a real $B$ with $B(0)=0$ and $\|f'\|\le B'$ on $[0,t)$, one has $\|f(t)-f(0)\|\le B(t)$. This is what integrating $f'$ gives, and Lean gets it from a Mathlib mean-value inequality.

```lean
/-- If the speed `‖f'‖` is at most `B'` on `[0, t)` and `B 0 = 0`, then `f` moves by at most
`B t` between times `0` and `t`. -/
theorem norm_sub_le_of_deriv {V : Type*} [NormedAddCommGroup V] [NormedSpace ℝ V]
    {f f' : ℝ → V} {B B' : ℝ → ℝ} {t : ℝ} (ht : 0 ≤ t)
    (hf : ∀ s, HasDerivAt f (f' s) s) (hB : ∀ s, HasDerivAt B (B' s) s) (h0 : B 0 = 0)
    (hb : ∀ s ∈ Set.Ico 0 t, ‖f' s‖ ≤ B' s) : ‖f t - f 0‖ ≤ B t :=
  image_norm_le_of_norm_deriv_right_le_deriv_boundary (f := fun s => f s - f 0) (f' := f')
    (a := 0) (b := t) (B := B) (B' := B')
    (fun s _ => ((hf s).sub_const _).continuousAt.continuousWithinAt)
    (fun s _ => ((hf s).sub_const _).hasDerivWithinAt) (by simp [h0]) hB hb ⟨ht, le_rfl⟩
```

The speeds will have the form $xyz$ with $\|x\|,\|z\|\le1$, so $\|xyz\|\le\|y\|$.

```lean
/-- Multiplying an operator by contractions on both sides does not increase its norm. -/
theorem norm_sandwich {R : Type*} [NormedRing R] {x z : R} (y : R) (hx : ‖x‖ ≤ 1)
    (hz : ‖z‖ ≤ 1) : ‖x * y * z‖ ≤ ‖y‖ :=
  calc ‖x * y * z‖ ≤ ‖x * y‖ * ‖z‖ := norm_mul_le _ _
    _ ≤ ‖x‖ * ‖y‖ * ‖z‖ := by gcongr; exact norm_mul_le _ _
    _ ≤ 1 * ‖y‖ * 1 := by gcongr
    _ = ‖y‖ := by ring
```

Q: Where does unitarity enter?

A: Only through those norms. In a real Banach algebra `E`, `prop a t` is $e^{ta}$, and `Contractive a` says $\|e^{sa}\|\le1$ for $s\ge0$: forward evolution amplifies nothing. In the operator norm this holds for unitary evolution, and also for $a=-iH-W$ with $H$ self-adjoint and an absorbing term $W\ge0$.

```lean
section Banach

variable {E : Type*} [NormedRing E] [NormedAlgebra ℝ E]

/-- The propagator `exp (t a)` of the generator `a` over the time `t`. -/
def prop (a : E) (t : ℝ) : E := NormedSpace.exp (t • a)

/-- The propagator of `a` has norm at most one at all nonnegative times. -/
def Contractive (a : E) : Prop := ∀ s : ℝ, 0 ≤ s → ‖prop a s‖ ≤ 1
```

The chain rule gives $\partial_r e^{(t-r)a}=-e^{(t-r)a}a=-a\,e^{(t-r)a}$, and both orderings are used.

```lean
variable [CompleteSpace E]

/-- The derivative in `r` of `exp ((t - r) a)` is `-exp ((t - r) a) a`, and also
`-a exp ((t - r) a)`. -/
theorem hasDerivAt_prop_back (a : E) (t r : ℝ) :
    HasDerivAt (fun r => prop a (t - r)) (-(prop a (t - r) * a)) r ∧
    HasDerivAt (fun r => prop a (t - r)) (-(a * prop a (t - r))) r := by
  have h1 : HasDerivAt (prop a) (prop a (t - r) * a) (t - r) := hasDerivAt_exp_smul_const a _
  have h2 : HasDerivAt (prop a) (a * prop a (t - r)) (t - r) := hasDerivAt_exp_smul_const' a _
  exact ⟨h1.comp_const_sub t r, h2.comp_const_sub t r⟩
```

Q: Show me the first path.

A: Fix $s\ge0$ and set $G(r)=e^{(s-r)b}\,a\,e^{rb}$. Then
$$G'(r)=e^{(s-r)b}(-ba+ab)\,e^{rb}=e^{(s-r)b}[a,b]\,e^{rb},$$
which is `hG`, the product rule followed by `noncomm_ring`. For contractive $b$ and $0\le r<s$ the speed is at most $\|[a,b]\|$. Since $G(s)-G(0)=ae^{sb}-e^{sb}a$, the choice $B(r)=r\|[a,b]\|$ gives $\|[a,e^{sb}]\|\le s\|[a,b]\|$.

```lean
/-- For a contractive generator `b` and `s ≥ 0`, the commutator of `a` with `exp (s b)` has
norm at most `s ‖[a, b]‖`. -/
theorem norm_comm_prop_le (a : E) {b : E} (hb : Contractive b) {s : ℝ} (hs : 0 ≤ s) :
    ‖comm a (prop b s)‖ ≤ s * ‖comm a b‖ := by
  -- carry `a` through the propagator: G r = exp ((s - r) b) a exp (r b)
  have hG : ∀ r, HasDerivAt (fun r => prop b (s - r) * a * prop b r)
      (prop b (s - r) * comm a b * prop b r) r := by
    intro r
    have h2 : HasDerivAt (prop b) (b * prop b r) r := hasDerivAt_exp_smul_const' b r
    refine (((hasDerivAt_prop_back b s r).1.mul_const a).fun_mul h2).congr_deriv ?_
    simp only [comm]
    noncomm_ring
  have h := norm_sub_le_of_deriv (B := fun r => r * ‖comm a b‖) (B' := fun _ => ‖comm a b‖)
    hs hG (fun r => hasDerivAt_mul_const _) (by simp)
    (fun r hr => norm_sandwich _ (hb _ (by linarith [hr.2])) (hb _ hr.1))
  simpa [prop, comm] using h
```

Q: And the factor one half?

A: Take $t\ge0$ and $F(s)=e^{sa}e^{sb}e^{(t-s)(a+b)}$, so $F(0)$ is the exact and $F(t)$ the split propagator. In `hF`,
$$F'(s)=e^{sa}\bigl(a\,e^{sb}+e^{sb}b-e^{sb}(a+b)\bigr)e^{(t-s)(a+b)}=e^{sa}[a,e^{sb}]\,e^{(t-s)(a+b)} .$$
Hence $\|F'(s)\|\le s\|[a,b]\|$, the derivative of $B(s)=\tfrac{s^2}{2}\|[a,b]\|$ (`hB`). In this Banach version contractivity of $a+b$ is assumed as `hab` and is not derived from that of $a$ and $b$.

```lean
/-- In a real Banach algebra, if `a`, `b` and `a + b` are contractive generators, one
Lie-Trotter step of length `t ≥ 0` differs from `exp (t (a + b))` by at most
`(t² / 2) ‖[a, b]‖`. -/
theorem trotter_error_contractive {a b : E} (ha : Contractive a) (hb : Contractive b)
    (hab : Contractive (a + b)) {t : ℝ} (ht : 0 ≤ t) :
    ‖prop a t * prop b t - prop (a + b) t‖ ≤ t ^ 2 / 2 * ‖comm a b‖ := by
  -- interpolate between the exact (s = 0) and the split (s = t) propagator
  have hF : ∀ s, HasDerivAt (fun s => prop a s * prop b s * prop (a + b) (t - s))
      (prop a s * comm a (prop b s) * prop (a + b) (t - s)) s := by
    intro s
    have h1 : HasDerivAt (prop a) (prop a s * a) s := hasDerivAt_exp_smul_const a s
    have h2 : HasDerivAt (prop b) (prop b s * b) s := hasDerivAt_exp_smul_const b s
    refine ((h1.fun_mul h2).fun_mul (hasDerivAt_prop_back (a + b) t s).2).congr_deriv ?_
    simp only [comm]
    noncomm_ring
  have hB : ∀ s : ℝ, HasDerivAt (fun s : ℝ => s ^ 2 / 2 * ‖comm a b‖) (s * ‖comm a b‖) s := by
    intro s
    refine (((hasDerivAt_pow 2 s).div_const 2).mul_const ‖comm a b‖).congr_deriv ?_
    ring1
  have h := norm_sub_le_of_deriv ht hF hB (by simp)
    (fun s hs => (norm_sandwich _ (ha _ hs.1) (hab _ (by linarith [hs.2]))).trans
      (norm_comm_prop_le a hb hs.1))
  simpa [prop] using h

end Banach
```

Q: So you assume what I would want proved.

A: For skew-adjoint generators it is proved. With $U(s)=e^{sa}$ and $a^*=-a$,
$$\partial_s(U^*U)=U^*a^*U+U^*aU=0,$$
so $U^*U=1$, the conservation of probability (`hd`, `h1`). The C*-identity gives $\|U\|^2=\|U^*U\|=\|1\|$, and $\|1\|=\|1\|^2$ forces $\|1\|\le1$, in the zero algebra too.

```lean
section CStar

variable {A : Type*} [CStarAlgebra A]

/-- The propagator of a skew-adjoint generator has norm at most one at every real time. -/
theorem norm_prop_le_one {a : A} (ha : a ∈ skewAdjoint A) (t : ℝ) : ‖prop a t‖ ≤ 1 := by
  have hs : star a = -a := skewAdjoint.mem_iff.mp ha
  -- U* U is conserved
  have hd : ∀ s, HasDerivAt (fun s => star (prop a s) * prop a s) 0 s := by
    intro s
    have h : HasDerivAt (prop a) (a * prop a s) s := hasDerivAt_exp_smul_const' a s
    refine (h.star.fun_mul h).congr_deriv ?_
    simp only [star_mul, hs]
    noncomm_ring
  have h1 : star (prop a t) * prop a t = 1 := by
    have h := is_const_of_deriv_eq_zero (fun s => (hd s).differentiableAt)
      (fun s => (hd s).deriv) t 0
    simpa [prop] using h
  -- the C*-identity, for U and for 1
  have h2 : ‖star (prop a t) * prop a t‖ = ‖prop a t‖ * ‖prop a t‖ :=
    CStarRing.norm_star_mul_self
  have h3 : ‖star (1 : A) * 1‖ = ‖(1 : A)‖ * ‖(1 : A)‖ := CStarRing.norm_star_mul_self
  rw [star_one, mul_one] at h3
  rw [h1] at h2
  have h4 : ‖(1 : A)‖ ≤ 1 := by nlinarith
  nlinarith [norm_nonneg (prop a t)]
```

The sum $a+b$ is again skew-adjoint (`add_mem`). For $t\le0$, replace $(a,b,t)$ by $(-a,-b,-t)$, which leaves the exponentials, the commutator and $t^2$ unchanged. So `trotter_error` is the opening inequality, for `a b : A` in `skewAdjoint A` and any real `t`.

```lean
/-- Lie-Trotter error bound: for skew-adjoint `a`, `b` in a unital C*-algebra and real `t`,
`‖exp (t a) exp (t b) - exp (t (a + b))‖ ≤ (t² / 2) ‖[a, b]‖`. -/
theorem trotter_error {a b : A} (ha : a ∈ skewAdjoint A) (hb : b ∈ skewAdjoint A) (t : ℝ) :
    ‖prop a t * prop b t - prop (a + b) t‖ ≤ t ^ 2 / 2 * ‖comm a b‖ := by
  have hc : ∀ {x : A}, x ∈ skewAdjoint A → Contractive x :=
    fun hx s _ => norm_prop_le_one hx s
  rcases le_total 0 t with ht | ht
  · exact trotter_error_contractive (hc ha) (hc hb) (hc (add_mem ha hb)) ht
  · -- time reversal: (a, b, t) ↦ (-a, -b, -t)
    have h := trotter_error_contractive (hc (neg_mem ha)) (hc (neg_mem hb))
      (hc (add_mem (neg_mem ha) (neg_mem hb))) (neg_nonneg.mpr ht)
    have e : ∀ x : A, prop (-x) (-t) = prop x t := fun x => by simp [prop]
    have ec : comm (-a) (-b) = comm a b := by simp [comm]
    rwa [← neg_add, e, e, e, ec, neg_sq] at h
```

Q: A simulation takes many steps.

A: For an integer $n\ge1$ put $X=e^{(t/n)a}e^{(t/n)b}$ and $Y=e^{(t/n)(a+b)}$. From
$$X^{k+1}-Y^{k+1}=X(X^k-Y^k)+(X-Y)Y^k,$$
with $\|X\|\le1$ and $\|Y^k\|\le1$, induction on $k$ (`key`) gives $\|X^n-Y^n\|\le n\|X-Y\|$. As $Y^n=e^{t(a+b)}$ (`hpow`), the error is at most $n\cdot\frac{(t/n)^2}{2}\|[a,b]\|=\frac{t^2}{2n}\|[a,b]\|$. The theorem states this bound for each $n$ and takes no limit. It says nothing about Trotter's strong convergence for unbounded generators.

```lean
/-- For skew-adjoint `a`, `b`, the product of `n ≥ 1` Lie-Trotter steps of length `t / n`
differs from `exp (t (a + b))` by at most `t² / (2 n) ‖[a, b]‖`. -/
theorem trotter_error_steps {a b : A} (ha : a ∈ skewAdjoint A) (hb : b ∈ skewAdjoint A)
    (t : ℝ) {n : ℕ} (hn : 0 < n) :
    ‖(prop a (t / n) * prop b (t / n)) ^ n - prop (a + b) t‖
      ≤ t ^ 2 / (2 * n) * ‖comm a b‖ := by
  have hn' : (0 : ℝ) < n := Nat.cast_pos.mpr hn
  have hpow : ∀ (τ : ℝ) (k : ℕ), prop (a + b) τ ^ k = prop (a + b) (k * τ) := by
    intro τ k
    let _inst : NormedAlgebra ℚ A := NormedAlgebra.restrictScalars ℚ ℂ A
    unfold prop
    rw [← NormedSpace.exp_nsmul, mul_smul, Nat.cast_smul_eq_nsmul]
  -- telescoping: the local errors add up
  have key : ∀ X Y : A, ‖X‖ ≤ 1 → (∀ k : ℕ, ‖Y ^ k‖ ≤ 1) →
      ∀ k : ℕ, ‖X ^ k - Y ^ k‖ ≤ k * ‖X - Y‖ := by
    intro X Y hX hY k
    induction k with
    | zero => simp
    | succ k ih =>
      have e : X ^ (k + 1) - Y ^ (k + 1) = X * (X ^ k - Y ^ k) + (X - Y) * Y ^ k := by
        rw [pow_succ' X, pow_succ' Y]
        simp only [mul_sub, sub_mul]
        abel
      have hk := hY k
      calc ‖X ^ (k + 1) - Y ^ (k + 1)‖
          ≤ ‖X‖ * ‖X ^ k - Y ^ k‖ + ‖X - Y‖ * ‖Y ^ k‖ := by
            rw [e]
            exact (norm_add_le _ _).trans (add_le_add (norm_mul_le _ _) (norm_mul_le _ _))
        _ ≤ 1 * (k * ‖X - Y‖) + ‖X - Y‖ * 1 := by gcongr
        _ = ((k + 1 : ℕ) : ℝ) * ‖X - Y‖ := by push_cast; ring
  have hX : ‖prop a (t / n) * prop b (t / n)‖ ≤ 1 :=
    (norm_mul_le _ _).trans
      (mul_le_one₀ (norm_prop_le_one ha _) (norm_nonneg _) (norm_prop_le_one hb _))
  have h := key _ (prop (a + b) (t / n)) hX
    (fun k => by rw [hpow]; exact norm_prop_le_one (add_mem ha hb) _) n
  have et : (n : ℝ) * (t / n) = t := by field_simp
  rw [hpow, et] at h
  refine h.trans ((mul_le_mul_of_nonneg_left (trotter_error ha hb _) hn'.le).trans_eq ?_)
  field_simp
```

Q: I want Hamiltonians, with the signs fixed.

A: For self-adjoint $H$, $K$ set $a=-iH$ and $b=-iK$, with $\hbar=1$. These are skew-adjoint, and $[a,b]=(-i)^2[H,K]=-[H,K]$ has the norm of $[H,K]$. The propagator is $e^{-itH}$, and on a state the factor $e^{-itK}$ acts first.

```lean
/-- For self-adjoint Hamiltonians `H`, `K` and real `t`,
`‖exp (-i t H) exp (-i t K) - exp (-i t (H + K))‖ ≤ (t² / 2) ‖[H, K]‖`. -/
theorem trotter_error_hamiltonian {H K : A} (hH : IsSelfAdjoint H) (hK : IsSelfAdjoint K)
    (t : ℝ) :
    ‖NormedSpace.exp ((-(I * t)) • H) * NormedSpace.exp ((-(I * t)) • K)
      - NormedSpace.exp ((-(I * t)) • (H + K))‖ ≤ t ^ 2 / 2 * ‖comm H K‖ := by
  have hs : ∀ {X : A}, IsSelfAdjoint X → (-I) • X ∈ skewAdjoint A := fun hX => by
    rw [skewAdjoint.mem_iff, star_smul, hX.star_eq]
    simp
  have e : ∀ X : A, prop ((-I) • X) t = NormedSpace.exp ((-(I * t)) • X) := fun X => by
    unfold prop
    rw [← Complex.coe_smul, smul_smul, show (t : ℂ) * -I = -(I * t) by ring]
  have ec : comm ((-I) • H) ((-I) • K) = -comm H K := by
    have hI : (-I) * (-I) = -1 := by rw [neg_mul_neg, I_mul_I]
    unfold comm
    rw [smul_mul_smul_comm, smul_mul_smul_comm, hI, neg_one_smul, neg_one_smul]
    abel
  have h := trotter_error (hs hH) (hs hK) t
  rwa [← smul_add, e, e, e, ec, norm_neg] at h

end CStar
```

Q: Is there a pair for which the bound says more than $0\le0$?

A: If $[a,b]=0$ the bound is zero and splitting is exact. For one spin, with Pauli matrices $\sigma_x$, $\sigma_z$, the last theorem shows that $i\sigma_x$ and $i\sigma_z$ are skew-Hermitian with the nonzero commutator $\begin{pmatrix}0&2\\-2&0\end{pmatrix}$. It is purely algebraic: no matrix norm appears in it, and it does not apply `trotter_error` to the pair.

```lean
/-- The matrices `i σₓ` and `i σ_z` are skew-Hermitian and their commutator is the nonzero
matrix `!![0, 2; -2, 0]`. -/
theorem skewAdjoint_pair_witness :
    (!![0, I; I, 0] : Matrix (Fin 2) (Fin 2) ℂ) ∈ skewAdjoint (Matrix (Fin 2) (Fin 2) ℂ) ∧
    (!![I, 0; 0, -I] : Matrix (Fin 2) (Fin 2) ℂ) ∈ skewAdjoint (Matrix (Fin 2) (Fin 2) ℂ) ∧
    comm (!![0, I; I, 0] : Matrix (Fin 2) (Fin 2) ℂ) !![I, 0; 0, -I] = !![0, 2; -2, 0] ∧
    (!![0, 2; -2, 0] : Matrix (Fin 2) (Fin 2) ℂ) ≠ 0 := by
  refine ⟨?_, ?_, ?_, ?_⟩
  · rw [skewAdjoint.mem_iff]
    ext i j
    fin_cases i <;> fin_cases j <;> simp [Matrix.star_apply]
  · rw [skewAdjoint.mem_iff]
    ext i j
    fin_cases i <;> fin_cases j <;> simp [Matrix.star_apply]
  · ext i j
    fin_cases i <;> fin_cases j <;>
      simp [comm] <;> norm_num
  · intro h
    have h01 := congrFun (congrFun h 0) 1
    simp at h01

end

end LieTrotterError
```

```lean
#print axioms LieTrotterError.trotter_error
#print axioms LieTrotterError.trotter_error_steps
#print axioms LieTrotterError.trotter_error_hamiltonian
```

```
'LieTrotterError.trotter_error' depends on axioms: [propext, Classical.choice, Quot.sound]
'LieTrotterError.trotter_error_steps' depends on axioms: [propext, Classical.choice, Quot.sound]
'LieTrotterError.trotter_error_hamiltonian' depends on axioms: [propext, Classical.choice, Quot.sound]
```

Q: Is the constant wasteful, and is skew-adjointness really needed?

A: What follows is ordinary calculation, and no theorem above states it. To second order, $e^{ta}e^{tb}-e^{t(a+b)}=\tfrac{t^2}{2}[a,b]+O(t^3)$, so for non-commuting generators the bound is approached as $t\to0$. For large $|t|$ it is weaker than the trivial value $2$.

For the hypothesis, start from $a=i\sigma_x$, $b=i\sigma_z$, $t=\pi$. Both factors equal $-1$, the exact propagator has eigenvalues $e^{\pm i\sqrt2\pi}$, and the error in operator norm is $2\sin(\pi/\sqrt2)\approx1.59$, below the bound $\tfrac{\pi^2}{2}\cdot2\approx9.87$. Now replace $a$ by $1+i\sigma_x$, which is neither skew-adjoint nor contractive. The commutator is unchanged, while both propagators gain the factor $e^{\pi}$, so the error is about $36.8$ and exceeds the bound.
